# Factorisation of the partition function and additivity of energy and variance for independent sites

## Definitions and conventions

A system is described by a finite set $X$ of configurations and a real energy $E(x)$ for each $x \in X$. Each element of $X$ is one state, so a degenerate level is entered as several elements with equal energy. The inverse temperature $\beta$ is an arbitrary real number; zero and negative values are allowed, since every sum below is finite. In Lean, $X$ is a type `X` with finitely many elements and the energy is a function `E : X → ℝ`.

```lean
import Mathlib

open Finset Real

namespace IndependentSites

noncomputable section

section General

variable {X : Type*} [Fintype X]
```

The canonical partition function is
$$Z(\beta) = \sum_{x \in X} e^{-\beta E(x)} .$$

```lean
/-- Canonical partition function of the energy function `E` on a finite
configuration space at inverse temperature `β`. -/
def partitionFn (E : X → ℝ) (β : ℝ) : ℝ := ∑ x, exp (-β * E x)
```

An observable is a real function $A$ on $X$, and its thermal mean is
$$\langle A \rangle = \frac{1}{Z(\beta)} \sum_{x \in X} A(x)\, e^{-\beta E(x)} .$$
Lean sets a quotient by zero to zero, so on an empty $X$ this definition returns $0$ without being a mean of anything, and the theorems about means below assume nonempty sets of states.

```lean
/-- Thermal (Boltzmann-weighted) mean of the observable `A`. -/
def thermalMean (E : X → ℝ) (β : ℝ) (A : X → ℝ) : ℝ :=
  (∑ x, A x * exp (-β * E x)) / partitionFn E β
```

The mean energy is $U(\beta) = \langle E \rangle$.

```lean
/-- Thermal mean of the energy. -/
def meanEnergy (E : X → ℝ) (β : ℝ) : ℝ := thermalMean E β E
```

The energy variance is $V(\beta) = \langle (E - U)^2 \rangle$, with $U$ and the mean taken at the same $\beta$.

```lean
/-- Thermal mean of the squared deviation of the energy from its mean. -/
def energyVariance (E : X → ℝ) (β : ℝ) : ℝ :=
  thermalMean E β fun x => (E x - meanEnergy E β) ^ 2
```

## (a) Positivity of the partition function

*Task.* Show that $Z(\beta) > 0$ for every real $\beta$ when $X$ is nonempty.

*Solution.* Each term $e^{-\beta E(x)}$ is positive, and a sum of at least one positive term is positive.

*Check.* The hypothesis `[Nonempty X]` says that $X$ has an element. `Finset.sum_pos` takes the two facts of the solution as its arguments: `exp_pos` for the terms and `univ_nonempty` for the index set.

```lean
/-- The partition function of a nonempty configuration space is positive. -/
theorem partitionFn_pos [Nonempty X] (E : X → ℝ) (β : ℝ) : 0 < partitionFn E β :=
  Finset.sum_pos (fun _ _ => exp_pos _) univ_nonempty
```

## (b) Derivative of a weighted sum

*Task.* For an observable $A$ that does not depend on $\beta$, show
$$\frac{d}{d\beta} \sum_x A(x)\, e^{-\beta E(x)} = -\sum_x A(x)\, E(x)\, e^{-\beta E(x)} .$$

*Solution.* For fixed $x$ the exponent $-\beta E(x)$ has derivative $-E(x)$. The chain rule gives $-E(x)\, e^{-\beta E(x)}$ for the exponential, and the constant $A(x)$ multiplies through. A finite sum is differentiated term by term.

*Check.* A statement of type `HasDerivAt` says that a function is differentiable at a point and names its derivative there; the code writes `b` for the running variable and `β` for the point. The step `h1` is the derivative of the exponent, `h1.exp` is the chain rule, `const_mul` attaches $A(x)$, and `HasDerivAt.fun_sum` adds the terms. Nothing is divided, so $X$ may be empty.

```lean
/-- The derivative in `β` of the Boltzmann-weighted sum of `A` is minus the
Boltzmann-weighted sum of `A E`. -/
theorem hasDerivAt_weightedSum (E A : X → ℝ) (β : ℝ) :
    HasDerivAt (fun b => ∑ x, A x * exp (-b * E x))
      (-∑ x, A x * E x * exp (-β * E x)) β := by
  have h : ∀ x ∈ (univ : Finset X), HasDerivAt (fun b : ℝ => A x * exp (-b * E x))
      (-(A x * E x * exp (-β * E x))) β := by
    intro x _
    have h1 : HasDerivAt (fun b : ℝ => -b * E x) (-E x) β :=
      ((hasDerivAt_neg' β).mul_const (E x)).congr_deriv (by ring)
    exact (h1.exp.const_mul (A x)).congr_deriv (by ring)
  exact (HasDerivAt.fun_sum h).congr_deriv (by rw [Finset.sum_neg_distrib])
```

## (c) The derivative of the mean energy

*Task.* For nonempty $X$, show $dU/d\beta = -V$.

*Solution.* Put $M_1 = \sum_x E(x)\, e^{-\beta E(x)}$ and $M_2 = \sum_x E(x)^2 e^{-\beta E(x)}$, so that $U = M_1/Z$. Part (b) with $A = E$ gives $M_1' = -M_2$, and with $A = 1$ it gives $Z' = -M_1$, primes meaning $d/d\beta$. Since $Z \neq 0$ by (a), the quotient rule applies:
$$U' = \frac{M_1' Z - M_1 Z'}{Z^2} = \frac{-M_2 Z + M_1^2}{Z^2} .$$
For any real $u$, expanding the square gives
$$\sum_x (E(x) - u)^2 e^{-\beta E(x)} = M_2 - 2u M_1 + u^2 Z .$$
Setting $u = M_1/Z$ and dividing by $Z$,
$$V = \frac{M_2}{Z} - \frac{2M_1^2}{Z^2} + \frac{M_1^2}{Z^2} = \frac{M_2 Z - M_1^2}{Z^2} = -U' .$$

*Check.* `hN` and `hD` are the derivatives of $M_1$ and $Z$, `hsq` is the expansion about $u$, and `hN.fun_div hD hZ` is the quotient rule. The three `generalize` lines rename $M_2$, $M_1$ and $Z$ as `a`, `b` and `z`, which leaves an identity between rational expressions in three real numbers with `z` nonzero; `field_simp` clears the denominators and `ring` finishes.

```lean
/-- The derivative of the mean energy in `β` is minus the energy variance. -/
theorem hasDerivAt_meanEnergy [Nonempty X] (E : X → ℝ) (β : ℝ) :
    HasDerivAt (meanEnergy E) (-energyVariance E β) β := by
  have hZ := (partitionFn_pos E β).ne'
  have hN := hasDerivAt_weightedSum E E β
  have hD : HasDerivAt (fun b => partitionFn E b) (-∑ x, E x * exp (-β * E x)) β := by
    have := hasDerivAt_weightedSum E (fun _ => 1) β
    simp only [one_mul] at this
    exact this
  -- expand the squared deviation about an arbitrary value `u`
  have hsq : ∀ u : ℝ, ∑ x, (E x - u) ^ 2 * exp (-β * E x)
      = ∑ x, E x * E x * exp (-β * E x) - 2 * u * ∑ x, E x * exp (-β * E x)
        + u ^ 2 * partitionFn E β := by
    intro u
    rw [partitionFn, Finset.mul_sum, Finset.mul_sum, ← Finset.sum_sub_distrib,
      ← Finset.sum_add_distrib]
    exact Finset.sum_congr rfl fun x _ => by ring
  -- quotient rule
  refine (hN.fun_div hD hZ).congr_deriv ?_
  rw [energyVariance, thermalMean, hsq, meanEnergy, thermalMean]
  generalize ∑ x, E x * E x * exp (-β * E x) = a
  generalize ∑ x, E x * exp (-β * E x) = b
  generalize partitionFn E β = z at hZ ⊢
  field_simp
  ring

end General
```

## The composite system

Let $\iota$ be a finite set of sites. Site $k \in \iota$ has its own finite set $S_k$ of states and an energy $e_k(s)$ for $s \in S_k$. A configuration $x$ of the composite chooses one state $x_k \in S_k$ at every site, and its energy is
$$E(x) = \sum_{k} e_k(x_k) .$$
In Lean a configuration is a dependent function `x : ∀ k, S k`, and `e k (x k)` is $e_k(x_k)$. Independence is built into this definition in two ways: every combination of site states is allowed, and the energy has no term that involves two sites. The sites are labelled, so two configurations that differ by a permutation of sites count separately, and no factor for indistinguishability appears. From here on $Z$, $U$, $V$ and $\langle\cdot\rangle$ refer to the composite, while $z_k$, $u_k$, $v_k$ and $\langle\cdot\rangle_k$ are the same quantities for site $k$ alone, with configuration set $S_k$ and energy $e_k$.

```lean
section Composite

variable {ι : Type*} [Fintype ι] [DecidableEq ι] {S : ι → Type*} [∀ k, Fintype (S k)]

/-- Total energy of a configuration `x` of independent sites: the sum of the
energies `e k (x k)` of the states chosen at the sites. -/
def totalEnergy {ι : Type*} [Fintype ι] {S : ι → Type*}
    (e : ∀ k, S k → ℝ) (x : ∀ k, S k) : ℝ := ∑ k, e k (x k)
```

## (d) Product observables factorise

*Task.* Given a real function $g_k$ on each $S_k$, show
$$\sum_x \Big(\prod_k g_k(x_k)\Big) e^{-\beta E(x)} = \prod_k \sum_{s \in S_k} g_k(s)\, e^{-\beta e_k(s)} .$$

*Solution.* Multiply out the right side. Each term of the expanded product picks one state $x_k$ from the sum at every site, that is, one configuration $x$, so the right side equals $\sum_x \prod_k g_k(x_k)\, e^{-\beta e_k(x_k)}$. On the left, $-\beta E(x) = \sum_k (-\beta e_k(x_k))$, hence $e^{-\beta E(x)} = \prod_k e^{-\beta e_k(x_k)}$, and the two products over $k$ merge into one. The sides agree term by term.

*Check.* `Finset.prod_univ_sum` multiplies out the product of sums, and `Fintype.piFinset_univ` identifies the resulting index set with all configurations. Within each term, `Finset.mul_sum` moves $-\beta$ inside the sum over sites, `Real.exp_sum` turns the exponential into a product, and `Finset.prod_mul_distrib`, used from right to left, merges the two products.

```lean
/-- The Boltzmann-weighted sum over configurations of a product of one-site
observables is the product of the one-site weighted sums. -/
theorem weightedSum_prod (e g : ∀ k, S k → ℝ) (β : ℝ) :
    ∑ x : ∀ k, S k, (∏ k, g k (x k)) * exp (-β * totalEnergy e x)
      = ∏ k, ∑ s, g k s * exp (-β * e k s) := by
  rw [Finset.prod_univ_sum, Fintype.piFinset_univ]
  refine Finset.sum_congr rfl fun x _ => ?_
  -- the exponential of the summed energy is a product over sites
  rw [totalEnergy, Finset.mul_sum, Real.exp_sum, ← Finset.prod_mul_distrib]
```

## (e) The partition function is a product

*Task.* Show $Z = \prod_k z_k$.

*Solution.* Take $g_k = 1$ at every site in (d). The left side becomes $Z$ and the $k$-th factor on the right becomes $z_k$.

*Check.* The proof applies `weightedSum_prod` to `fun _ _ => 1` and removes the factors of one. The sets $S_k$ are not assumed nonempty: if one of them is empty there are no configurations, and both sides are zero.

```lean
/-- The partition function of independent sites is the product of the one-site
partition functions. -/
theorem partitionFn_total (e : ∀ k, S k → ℝ) (β : ℝ) :
    partitionFn (totalEnergy e) β = ∏ k, partitionFn (e k) β := by
  have := weightedSum_prod e (fun _ _ => 1) β
  simp only [Finset.prod_const_one, one_mul] at this
  exact this
```

## (f) One-site observables

*Task.* Let every $S_k$ be nonempty, let $j$ be a site and $f$ a real function on $S_j$. Show that the mean of $x \mapsto f(x_j)$ in the composite equals the mean of $f$ on the isolated site, $\langle f(x_j) \rangle = \langle f \rangle_j$.

*Solution.* Define $g_j = f$ and $g_k = 1$ for $k \neq j$, so that $f(x_j) = \prod_k g_k(x_k)$. Part (d) factorises the numerator of the mean and part (e) the denominator:
$$\langle f(x_j) \rangle = \prod_k \frac{\sum_{s} g_k(s)\, e^{-\beta e_k(s)}}{z_k} .$$
For $k \neq j$ the factor is $z_k / z_k = 1$, because $z_k > 0$ by (a). The factor at $j$ is $\langle f \rangle_j$.

*Check.* `[∀ k, Nonempty (S k)]` is the hypothesis on the sites. The `obtain` step introduces the family $g$ with its properties `hj` and `hk`, and `hx` is the product form of $f(x_j)$. After (d) and (e) are applied, `Finset.prod_div_distrib` combines numerator and denominator into one product of quotients, and `Finset.prod_eq_single j` keeps only the factor at $j$. What remains is to show that the other factors are one, which is `div_self` with the positivity from (a).

```lean
/-- The thermal mean in the composite of an observable of site `j` alone equals
its thermal mean on the isolated site `j`. -/
theorem thermalMean_local [∀ k, Nonempty (S k)] (e : ∀ k, S k → ℝ) (β : ℝ)
    (j : ι) (f : S j → ℝ) :
    thermalMean (totalEnergy e) β (fun x => f (x j)) = thermalMean (e j) β f := by
  -- write `f (x j)` as a product observable, equal to one off site `j`
  obtain ⟨g, hj, hk⟩ : ∃ g : ∀ k, S k → ℝ, g j = f ∧ ∀ k, k ≠ j → g k = fun _ => 1 :=
    ⟨Function.update (fun _ _ => 1) j f, Function.update_self _ _ _,
      fun k hk => Function.update_of_ne hk _ _⟩
  have hx : ∀ x : ∀ k, S k, f (x j) = ∏ k, g k (x k) := by
    intro x
    rw [Finset.prod_eq_single j (fun k _ h => by rw [hk k h]) (by simp), hj]
  unfold thermalMean
  simp only [hx]
  rw [weightedSum_prod, partitionFn_total, ← Finset.prod_div_distrib,
    Finset.prod_eq_single j _ (by simp), hj]
  -- every other site contributes z / z = 1
  intro k _ h
  rw [hk k h]
  simp only [one_mul]
  exact div_self (partitionFn_pos (e k) β).ne'
```

## (g) The mean energy is additive

*Task.* For nonempty $S_k$, show $U = \sum_k u_k$.

*Solution.* Insert the definition of $E$ and exchange the two finite sums:
$$U = \frac{1}{Z} \sum_x \sum_k e_k(x_k)\, e^{-\beta E(x)} = \sum_k \frac{1}{Z} \sum_x e_k(x_k)\, e^{-\beta E(x)} = \sum_k \langle e_k(x_k) \rangle .$$
Part (f) with $j = k$ and $f = e_k$ gives $\langle e_k(x_k) \rangle = \langle e_k \rangle_k = u_k$.

*Check.* `hlin` is the displayed line: `Finset.sum_div` takes out the common denominator, `Finset.sum_comm` exchanges the sums and `Finset.sum_mul` takes out the Boltzmann factor. The last line applies `thermalMean_local e β k (e k)` at each site.

```lean
/-- The mean energy of independent sites is the sum of the one-site mean
energies. -/
theorem meanEnergy_total [∀ k, Nonempty (S k)] (e : ∀ k, S k → ℝ) (β : ℝ) :
    meanEnergy (totalEnergy e) β = ∑ k, meanEnergy (e k) β := by
  -- linearity of the thermal mean
  have hlin : meanEnergy (totalEnergy e) β
      = ∑ k, thermalMean (totalEnergy e) β (fun x => e k (x k)) := by
    unfold meanEnergy thermalMean
    rw [← Finset.sum_div, Finset.sum_comm]
    congr 1
    refine Finset.sum_congr rfl fun x _ => ?_
    rw [← Finset.sum_mul]
    rfl
  rw [hlin]
  exact Finset.sum_congr rfl fun k _ => thermalMean_local e β k (e k)
```

## (h) The variance is additive

*Task.* For nonempty $S_k$, show $V = \sum_k v_k$.

*Solution.* Part (g) holds for every real $\beta$, so $U$ and $\sum_k u_k$ are the same function of $\beta$ and have the same derivative. The composite has a configuration because every site has a state, so (c) gives $U' = -V$. Applied to each site, (c) gives $\big(\sum_k u_k\big)' = \sum_k (-v_k)$. Hence $-V = -\sum_k v_k$. This route avoids expanding the square into cross terms between different sites.

*Check.* `h1` and `h2` are the two derivatives, and `hf` upgrades (g) from an equation at one $\beta$ to an equality of functions. Once `h1` is rewritten with it, `h1.unique h2` says that a function has only one derivative at a point, and `neg_injective` cancels the signs.

```lean
/-- The energy variance of independent sites is the sum of the one-site energy
variances. -/
theorem energyVariance_total [∀ k, Nonempty (S k)] (e : ∀ k, S k → ℝ) (β : ℝ) :
    energyVariance (totalEnergy e) β = ∑ k, energyVariance (e k) β := by
  have h1 := hasDerivAt_meanEnergy (totalEnergy e) β
  have h2 : HasDerivAt (fun b => ∑ k, meanEnergy (e k) b)
      (∑ k, -energyVariance (e k) β) β :=
    HasDerivAt.fun_sum fun k _ => hasDerivAt_meanEnergy (e k) β
  -- both are derivatives of the same function of `β`
  have hf : meanEnergy (totalEnergy e) = fun b => ∑ k, meanEnergy (e k) b :=
    funext fun b => meanEnergy_total e b
  rw [hf] at h1
  have h := h1.unique h2
  rw [Finset.sum_neg_distrib] at h
  exact neg_injective h

end Composite
```

## (i) Identical sites

*Task.* Let $N$ sites share one nonempty finite set $L$ of states with energies $e(s)$, $s \in L$, and let $z = \sum_{s \in L} e^{-\beta e(s)}$, $u$ and $v$ be the one-site partition function, mean energy and variance. Show
$$Z = z^N, \qquad U = N u, \qquad V = N v .$$

*Solution.* In (e), (g) and (h) every $z_k$, $u_k$, $v_k$ equals $z$, $u$, $v$. A product of $N$ equal factors is the $N$-th power, and a sum of $N$ equal terms is $N$ times the term.

*Check.* The sites are `Fin N`, the labels $0, \dots, N-1$. The argument `S := fun _ : Fin N => L` gives every site the state set $L$, and `fun _ => e` gives every site the same energies. The conclusion is the conjunction of the three equations, for every natural number $N$ and real $\beta$. At $N = 0$ there is exactly one configuration, the empty choice, with energy zero, so $Z = 1 = z^0$ and $U = V = 0$. Each branch applies the matching general theorem, and `simp` evaluates the constant product or sum.

```lean
/-- For `N` independent sites sharing one nonempty finite set `L` of states with energies `e`, the
partition function is the `N`-th power of the one-site partition function, and the
mean energy and the energy variance are `N` times their one-site values. -/
theorem identical_sites {L : Type*} [Fintype L] [Nonempty L] (e : L → ℝ) (N : ℕ) (β : ℝ) :
    partitionFn (totalEnergy (S := fun _ : Fin N => L) fun _ => e) β
        = partitionFn e β ^ N ∧
    meanEnergy (totalEnergy (S := fun _ : Fin N => L) fun _ => e) β
        = N * meanEnergy e β ∧
    energyVariance (totalEnergy (S := fun _ : Fin N => L) fun _ => e) β
        = N * energyVariance e β := by
  refine ⟨?_, ?_, ?_⟩
  · refine (partitionFn_total (S := fun _ : Fin N => L) (fun _ => e) β).trans ?_
    simp
  · refine (meanEnergy_total (S := fun _ : Fin N => L) (fun _ => e) β).trans ?_
    simp
  · refine (energyVariance_total (S := fun _ : Fin N => L) (fun _ => e) β).trans ?_
    simp

end

end IndependentSites
```

```lean
#print axioms IndependentSites.identical_sites
```

```
'IndependentSites.identical_sites' depends on axioms: [propext, Classical.choice, Quot.sound]
```

## Scope

For distinguishable, non-interacting quantum subsystems of finite dimension, with Hamiltonian $H$ equal to a sum of one-site Hamiltonians on the tensor product space, the products of states taken from one chosen eigenbasis per site form an eigenbasis labelled by the configurations $x$, and $Z$ is then the trace of $e^{-\beta H}$; the file contains no operators or traces, so that identification, which is linear algebra, is not proved here. In electronic structure, size consistency is a demand on an approximate method, namely that its energy for separated fragments be the sum of the fragment energies. Parts (d) to (i) concern exact canonical sums and averages of a finite model whose energy is additive by definition, and they test no approximate method. Couplings between sites, constraints that link the sites, such as a fixed total particle number, and infinite sets of levels lie beyond this composite model.

## A numerical instance

Take two states with energies $0$ and $1$, and $\beta = \ln 2$, so the weights are $1$ and $\tfrac12$. Then $z = \tfrac32$, and the upper state has probability $\tfrac13$. Thus $u = \tfrac13$, the mean square energy is also $\tfrac13$, and $v = \tfrac13 - \tfrac19 = \tfrac29$.

For $N = 2$ the four configurations have energies $0, 1, 1, 2$ and weights $1, \tfrac12, \tfrac12, \tfrac14$. Their sum is $Z = \tfrac94 = z^2$. With $M_1$ and $M_2$ as in (c), $M_1 = \tfrac12 + \tfrac12 + \tfrac24 = \tfrac32$ and $M_2 = \tfrac12 + \tfrac12 + \tfrac44 = 2$. Hence $U = \tfrac32 \cdot \tfrac49 = \tfrac23 = 2u$, and $V = 2 \cdot \tfrac49 - \tfrac49 = \tfrac49 = 2v$.

## A reusable technique

In (f) the family $g$ is built as `Function.update (fun _ _ => 1) j f`, which replaces the entry at $j$ of a constant family. Since $S_k$ varies with $k$, the definition of that update involves a case distinction on $k = j$ and a transport between the types for $k$ and $j$. The proof never unfolds it. It states the existence of a `g` with the two properties it needs, supplies the update as witness through `Function.update_self` and `Function.update_of_ne`, and afterwards uses no fact about `g` other than `hj` and `hk`. Combined with `Finset.prod_eq_single`, the same pattern reduces a statement about one factor of a finite product space to a lemma about full products.
